# Damping and the largest exit rate bound the oscillation frequency in a Pauli master equation

For a Pauli master equation `p' = W p` on a finite, nonempty set of states, the theorem `im_sq_le` bounds how fast a mode can oscillate in terms of its damping. The real matrix `W` has nonnegative transition rates off the diagonal and columns that sum to zero; detailed balance is not assumed. If z is a complex eigenvalue of `W` and r is the largest exit rate, the claim is (Im z)² ≤ −Re z (2r + Re z), where −Re z is the damping rate and |Im z| the angular frequency. The attempt takes from an earlier lemma that z lies in the closed disc of radius r centred at −r, then squares this bound and expands it in real and imaginary parts.

In Lean, a first try:

```lean
import Mathlib

open Matrix

namespace ImSqLe

noncomputable section

variable {n : Type*} [Fintype n] [DecidableEq n]

/-- A rate matrix of the Pauli master equation `p' = W p`: the transition rates `W i j` from
`j` to a different state `i` are nonnegative, and every column sums to zero. -/
structure IsRateMatrix (W : Matrix n n ℝ) : Prop where
  rate_nonneg : ∀ i j, i ≠ j → 0 ≤ W i j
  col_sum : ∀ j, ∑ i, W i j = 0

/-- The complex number `z` is an eigenvalue of the real matrix `W`: some nonzero complex
vector `v` satisfies `W v = z v`. -/
def IsEigenvalue (W : Matrix n n ℝ) (z : ℂ) : Prop :=
  ∃ v : n → ℂ, v ≠ 0 ∧ W.map Complex.ofReal *ᵥ v = z • v

/-- The largest exit rate `-W i i` among the states of a nonempty finite system. -/
def maxExitRate [Nonempty n] (W : Matrix n n ℝ) : ℝ :=
  Finset.univ.sup' Finset.univ_nonempty (fun i => -W i i)

/-- The rate matrix shifted by a rate `r`, that is `W + r 1`. -/
def shifted (W : Matrix n n ℝ) (r : ℝ) : Matrix n n ℝ := W + r • 1

/-- If no exit rate of a rate matrix exceeds `r`, the shifted matrix `W + r 1` has nonnegative
entries. -/
theorem shifted_nonneg {W : Matrix n n ℝ} (hW : IsRateMatrix W) {r : ℝ}
    (hr : ∀ i, -W i i ≤ r) (i j : n) : 0 ≤ shifted W r i j := by
  by_cases hij : i = j
  · subst hij
    have := hr i
    simp only [shifted, Matrix.add_apply, Matrix.smul_apply, Matrix.one_apply_eq, smul_eq_mul]
    linarith
  · simpa [shifted, Matrix.one_apply_ne hij] using hW.rate_nonneg i j hij

/-- Every column of the shifted rate matrix `W + r 1` sums to `r`. -/
theorem shifted_col_sum {W : Matrix n n ℝ} (hW : IsRateMatrix W) (r : ℝ) (j : n) :
    ∑ i, shifted W r i j = r := by
  simp [shifted, Finset.sum_add_distrib, hW.col_sum j, Matrix.one_apply]

/-- If no exit rate of a rate matrix exceeds `r`, each eigenvalue lies in the closed disc of
radius `r` centred at `-r`. -/
theorem norm_add_le_of_exit_le {W : Matrix n n ℝ} (hW : IsRateMatrix W) {r : ℝ}
    (hr : ∀ i, -W i i ≤ r) {z : ℂ} (hz : IsEigenvalue W z) : ‖z + r‖ ≤ r := by
  obtain ⟨v, hv, h⟩ := hz
  -- the eigenvalue equation for the shifted matrix
  have key : ∀ i, (z + r) * v i = ∑ j, (shifted W r i j : ℂ) * v j := by
    intro i
    have hi := congrFun h i
    simp only [Matrix.mulVec, dotProduct, Matrix.map_apply, Pi.smul_apply, smul_eq_mul] at hi
    have hd : ∑ j, ((r * (1 : Matrix n n ℝ) i j : ℝ) : ℂ) * v j = r * v i := by
      rw [Finset.sum_eq_single i]
      · simp
      · intro j _ hj
        simp [Matrix.one_apply_ne (Ne.symm hj)]
      · simp
    simp only [shifted, Matrix.add_apply, Matrix.smul_apply, smul_eq_mul, Complex.ofReal_add,
      add_mul, Finset.sum_add_distrib]
    rw [hi, hd]
  have hpos : 0 < ∑ i, ‖v i‖ := by
    obtain ⟨i, hi⟩ := Function.ne_iff.mp hv
    exact Finset.sum_pos' (fun i _ => norm_nonneg _)
      ⟨i, Finset.mem_univ i, norm_pos_iff.mpr hi⟩
  -- sum the absolute values over all states and use the column sums
  have hsum : ‖z + r‖ * ∑ i, ‖v i‖ ≤ r * ∑ i, ‖v i‖ := by
    calc ‖z + r‖ * ∑ i, ‖v i‖ = ∑ i, ‖∑ j, (shifted W r i j : ℂ) * v j‖ := by
          rw [Finset.mul_sum]
          exact Finset.sum_congr rfl fun i _ => by rw [← key i, norm_mul]
      _ ≤ ∑ i, ∑ j, shifted W r i j * ‖v j‖ := by
          refine Finset.sum_le_sum fun i _ =>
            (norm_sum_le _ _).trans_eq (Finset.sum_congr rfl fun j _ => ?_)
          rw [norm_mul, Complex.norm_real, Real.norm_of_nonneg (shifted_nonneg hW hr i j)]
      _ = ∑ j, (∑ i, shifted W r i j) * ‖v j‖ := by
          rw [Finset.sum_comm]
          simp only [Finset.sum_mul]
      _ = r * ∑ i, ‖v i‖ := by
          simp only [shifted_col_sum hW, Finset.mul_sum]
  exact le_of_mul_le_mul_right hsum hpos

/-- For an eigenvalue `z` of a rate matrix with largest exit rate `r`, the oscillation
frequency is bounded through the damping: `(Im z)² ≤ -Re z (2 r + Re z)`. -/
theorem im_sq_le [Nonempty n] {W : Matrix n n ℝ} (hW : IsRateMatrix W) {z : ℂ}
    (hz : IsEigenvalue W z) : z.im ^ 2 ≤ -z.re * (2 * maxExitRate W + z.re) := by
  have h := norm_add_le_of_exit_le hW
    (fun i => Finset.le_sup' (fun i => -W i i) (Finset.mem_univ i)) hz
  have h2 := pow_le_pow_left₀ (norm_nonneg _) h 2
  rw [Complex.sq_norm, Complex.normSq_apply] at h2
  simp only [Complex.add_re, Complex.add_im, Complex.ofReal_re, Complex.ofReal_im,
    add_zero] at h2
  unfold maxExitRate
  linarith

end

end ImSqLe
```

The compiler's answer:

```
Main.lean:89:14: error: Type mismatch
  Finset.le_sup' (fun i => -W i i) (Finset.mem_univ i)
has type
  -W i i ≤ Finset.univ.sup' ⋯ fun i => -W i i
but is expected to have type
  -W i i ≤ ?m.43
```

What went wrong. The message concerns the argument that no exit rate exceeds `r`. Nothing had yet fixed `r`, so Lean had to find it, shown as `?m.43`, from `Finset.le_sup'`. The maximum in that lemma carries a proof that the set is nonempty, hidden as `⋯` in the message, and this proof is built from the particular state `i`. But `r` must be chosen before `i` is introduced, so Lean cannot assign it an expression that contains `i`.

The repair states the type of `h`, which fixes `r` as `maxExitRate W` beforehand. Lean then only has to check that the two maxima agree; they differ only in their nonemptiness proofs, and Lean treats any two proofs of the same proposition as equal.

Now `h2` also speaks of `maxExitRate W`, so `unfold maxExitRate` is dropped: it would rewrite the goal but not `h2`. The goal is `h2` expanded and rearranged. The message gives no reason for replacing `linarith` with `nlinarith [h2]`, since the reported error comes earlier.

The mended proof, as a diff:

```diff
@@ -86,5 +86,5 @@
 theorem im_sq_le [Nonempty n] {W : Matrix n n ℝ} (hW : IsRateMatrix W) {z : ℂ}
     (hz : IsEigenvalue W z) : z.im ^ 2 ≤ -z.re * (2 * maxExitRate W + z.re) := by
-  have h := norm_add_le_of_exit_le hW
+  have h : ‖z + maxExitRate W‖ ≤ maxExitRate W := norm_add_le_of_exit_le hW
     (fun i => Finset.le_sup' (fun i => -W i i) (Finset.mem_univ i)) hz
   have h2 := pow_le_pow_left₀ (norm_nonneg _) h 2
@@ -92,6 +92,5 @@
   simp only [Complex.add_re, Complex.add_im, Complex.ofReal_re, Complex.ofReal_im,
     add_zero] at h2
-  unfold maxExitRate
-  linarith
+  nlinarith [h2]
 
 end
```
